# On a finite grid, local potentials reach every set of occupied-virtual elements exactly when the occupied-virtual products of the real orbitals are linearly independent

Let X be a finite set of grid points. A local potential is a real function v on X, and an orbital is a real function on X. Occupied orbitals φ_i are labelled by i in a finite set O, virtual orbitals φ_a by a in a finite set V. Grid sums carry unit weight; positive quadrature weights can be absorbed by multiplying each orbital by the square root of the weight. "Occupied" and "virtual" are labels only: there is no Hamiltonian, orbital energy or spin in the model.

The occupied-virtual elements of v are the numbers

M_ia = ∑ₓ φ_i(x) v(x) φ_a(x).

In a finite-basis optimized effective potential (OEP) calculation, a local potential takes the place of non-local exchange. For fixed real orbitals on a finite grid, the results below tell when such a potential can match any prescribed occupied-virtual block.

## Orbitals, products and matrix elements

In Lean 4 with Mathlib:

```lean
import Mathlib

open Finset

namespace FiniteBasisOEP

noncomputable section

variable {O V X : Type*}
```

The last line introduces O, V and X as arbitrary types, which can be read as sets of labels. Their finiteness is added where it is needed.

```lean
/-- The product of an occupied and a virtual orbital, as a function on the grid. -/
def pairProduct (φ : O ⊕ V → X → ℝ) (p : O × V) : X → ℝ :=
  fun x => φ (.inl p.1) x * φ (.inr p.2) x
```

The type `O ⊕ V` is the disjoint union of the two label sets, so `φ : O ⊕ V → X → ℝ` is the whole list of orbitals. `.inl` marks an occupied label and `.inr` a virtual one. A pair p = (i, a) has components `p.1` and `p.2`, and its product is the grid function

(φ_i φ_a)(x) = φ_i(x) φ_a(x).

```lean
variable [Fintype X]

/-- The linear map from a local potential `v` to its occupied-virtual matrix elements
`∑ x, φ_i(x) v(x) φ_a(x)`. -/
def ovElements (φ : O ⊕ V → X → ℝ) : (X → ℝ) →ₗ[ℝ] (O × V → ℝ) where
  toFun v p := ∑ x, φ (.inl p.1) x * v x * φ (.inr p.2) x
  map_add' v w := by
    ext p
    simp [mul_add, add_mul, Finset.sum_add_distrib]
  map_smul' c v := by
    ext p
    simp only [Pi.smul_apply, smul_eq_mul, RingHom.id_apply, Finset.mul_sum]
    exact Finset.sum_congr rfl fun x _ => by ring
```

This is the map M from potentials to matrix elements. The arrow `→ₗ[ℝ]` means "real-linear map", so the definition gives the formula in `toFun` and then proves that it respects sums and scalar multiples. No orthonormality is assumed yet.

## The constant potential costs one dimension

```lean
/-- If occupied and virtual orbitals are orthogonal on a nonempty grid, the rank of the map from
local potentials to occupied-virtual elements is at most the number of grid points minus one. -/
theorem rank_add_one_le_card [Nonempty X] (φ : O ⊕ V → X → ℝ)
    (horth : ∀ i a, ∑ x, φ (.inl i) x * φ (.inr a) x = 0) :
    Module.finrank ℝ (LinearMap.range (ovElements φ)) + 1 ≤ Fintype.card X := by
  -- the constant potential has no occupied-virtual elements
  have h1 : (fun _ => 1 : X → ℝ) ∈ LinearMap.ker (ovElements φ) := by
    rw [LinearMap.mem_ker]
    ext p
    simpa [ovElements] using horth p.1 p.2
  have hne : LinearMap.ker (ovElements φ) ≠ ⊥ := by
    intro hb
    rw [hb, Submodule.mem_bot] at h1
    simpa using congrFun h1 (Classical.arbitrary X)
  have hpos : 0 < Module.finrank ℝ (LinearMap.ker (ovElements φ)) :=
    Nat.pos_of_ne_zero fun h => hne (Submodule.finrank_eq_zero.1 h)
  have hrn := LinearMap.finrank_range_add_finrank_ker (ovElements φ)
  rw [Module.finrank_fintype_fun_eq_card] at hrn
  omega
```

The hypothesis `horth` says that every occupied orbital is orthogonal to every virtual one. The conclusion is rank M + 1 ≤ |X|.

By hand, insert v(x) = 1:

M_ia = ∑ₓ φ_i(x) φ_a(x) = 0.

The constant potential therefore lies in the kernel of M. It is not the zero function, because the grid has at least one point, so the kernel has dimension at least 1. Rank-nullity gives

rank M + dim ker M = |X|,

and the bound follows. In the proof, `h1` is the insertion of the constant, `hpos` the positive kernel dimension and `hrn` rank-nullity; `omega` finishes the integer arithmetic. Physically, a constant shift of the potential does not mix occupied with virtual orbitals.

## Building a potential from products

```lean
variable [Fintype O] [Fintype V]

omit [Fintype X] in
/-- The local potential `∑ c_ia φ_i φ_a` built from the orbital products. -/
def productPotential (φ : O ⊕ V → X → ℝ) : (O × V → ℝ) →ₗ[ℝ] (X → ℝ) where
  toFun c x := ∑ p, c p * pairProduct φ p x
  map_add' c d := by
    ext x
    simp [add_mul, Finset.sum_add_distrib]
  map_smul' r c := by
    ext x
    simp only [Pi.smul_apply, smul_eq_mul, RingHom.id_apply, Finset.mul_sum]
    exact Finset.sum_congr rfl fun p _ => by ring
```

This second linear map, P, goes the other way. It takes coefficients c_ia and returns the potential

(Pc)(x) = ∑_ia c_ia φ_i(x) φ_a(x).

```lean
/-- Taking occupied-virtual elements of a potential and building a potential from orbital
products are transposes of each other. -/
theorem sum_mul_ovElements (φ : O ⊕ V → X → ℝ) (c : O × V → ℝ) (v : X → ℝ) :
    ∑ p, c p * ovElements φ v p = ∑ x, v x * productPotential φ c x := by
  simp only [ovElements, productPotential, pairProduct, LinearMap.coe_mk, AddHom.coe_mk,
    Finset.mul_sum]
  rw [Finset.sum_comm]
  exact Finset.sum_congr rfl fun x _ => Finset.sum_congr rfl fun p _ => by ring
```

The two maps are transposes of each other. Writing both sides out and exchanging the finite sums gives

∑_ia c_ia M_ia = ∑_ia ∑ₓ c_ia φ_i(x) v(x) φ_a(x) = ∑ₓ v(x) (Pc)(x).

`Finset.sum_comm` is the exchange of sums, and `ring` reorders the factors.

```lean
omit [Fintype X] in
/-- The orbital products are linearly independent exactly when only zero coefficients
build the zero potential. -/
theorem independent_iff (φ : O ⊕ V → X → ℝ) :
    LinearIndependent ℝ (pairProduct φ) ↔ ∀ c, productPotential φ c = 0 → c = 0 := by
  rw [Fintype.linearIndependent_iff]
  have key : ∀ c : O × V → ℝ, ∑ p, c p • pairProduct φ p = productPotential φ c := by
    intro c
    ext x
    simp [productPotential, Finset.sum_apply]
  exact ⟨fun h c hc => funext (h c ((key c).trans hc)),
    fun h c hc p => congrFun (h c ((key c).symm.trans hc)) p⟩
```

Linear independence of the products means that ∑_ia c_ia φ_i φ_a = 0 forces every c_ia to vanish. The sum is Pc, so the condition reads: Pc = 0 implies c = 0. The auxiliary statement `key` identifies the two ways of writing the sum.

## The criterion for reaching every set of elements

```lean
/-- Every set of occupied-virtual elements comes from a local potential if and only if the
products of occupied and virtual orbitals are linearly independent. -/
theorem surjective_iff_independent (φ : O ⊕ V → X → ℝ) :
    Function.Surjective (ovElements φ) ↔ LinearIndependent ℝ (pairProduct φ) := by
  rw [independent_iff]
  constructor
  · -- choose a potential whose elements are the coefficients themselves
    intro hs c hc
    obtain ⟨v, hv⟩ := hs c
    have h := sum_mul_ovElements φ c v
    rw [hv, hc] at h
    simp only [Pi.zero_apply, mul_zero, Finset.sum_const_zero] at h
    exact dotProduct_self_eq_zero.1 h
  · -- the Gram map of the products is injective, hence onto
    intro hi
    have hinj : Function.Injective (ovElements φ ∘ₗ productPotential φ) := by
      rw [← LinearMap.ker_eq_bot, LinearMap.ker_eq_bot']
      intro c hc
      apply hi
      have hc' : ovElements φ (productPotential φ c) = 0 := hc
      have h := sum_mul_ovElements φ c (productPotential φ c)
      rw [hc'] at h
      simp only [Pi.zero_apply, mul_zero, Finset.sum_const_zero] at h
      exact dotProduct_self_eq_zero.1 h.symm
    intro t
    obtain ⟨c, hc⟩ := LinearMap.injective_iff_surjective.1 hinj t
    exact ⟨productPotential φ c, hc⟩
```

`Function.Surjective (ovElements φ)` says that for every choice of numbers t_ia there is a potential v with M_ia = t_ia for all pairs. The theorem equates this with independence of the products, for any real orbitals, orthonormal or not.

Suppose first that every set of elements is reached, and let Pc = 0. Choose v so that its elements are the coefficients themselves, M_ia = c_ia. The transpose relation gives

∑_ia c_ia² = ∑ₓ v(x) (Pc)(x) = 0.

A sum of real squares vanishes only if each term does, so c = 0. This last step is `dotProduct_self_eq_zero`.

Now suppose that the products are independent. Consider the composite M∘P, written `ovElements φ ∘ₗ productPotential φ`, which maps coefficient sets to element sets and is the Gram matrix of the products. If M(Pc) = 0, the transpose relation with v = Pc gives

∑ₓ (Pc)(x)² = ∑_ia c_ia (M(Pc))_ia = 0.

Hence Pc = 0, and by independence c = 0. The composite is injective. It maps a finite-dimensional space to itself, so it is also onto: for every t there is a c with M(Pc) = t, and v = Pc is the required potential.

## Orbitals that span the whole grid space

```lean
variable [DecidableEq O] [DecidableEq V] [DecidableEq X]

/-- The orbitals form an orthonormal basis of the grid space: they are orthonormal and satisfy
the closure relation. -/
structure IsOrbitalBasis (φ : O ⊕ V → X → ℝ) : Prop where
  orthonormal : ∀ p q, ∑ x, φ p x * φ q x = if p = q then 1 else 0
  complete : ∀ x y, ∑ p, φ p x * φ p y = if x = y then 1 else 0
```

`IsOrbitalBasis` bundles two conditions, where p and q now run over all orbitals:

∑ₓ φ_p(x) φ_q(x) = δ_pq,  ∑_p φ_p(x) φ_p(y) = δ_xy.

The second is the closure relation. It requires the orbitals to span every function on the grid. A calculation with fewer orbitals than grid points does not satisfy it, although the criterion above still applies there.

```lean
/-- For an orthonormal orbital basis, the number of grid points is the number of occupied plus
the number of virtual orbitals. -/
theorem card_grid {φ : O ⊕ V → X → ℝ} (h : IsOrbitalBasis φ) :
    Fintype.card X = Fintype.card O + Fintype.card V := by
  -- sum all squared amplitudes in both orders
  have h1 : ∑ p, ∑ x, φ p x * φ p x = (Fintype.card (O ⊕ V) : ℝ) := by
    rw [Finset.sum_congr rfl fun p _ => (h.orthonormal p p).trans (if_pos rfl)]
    simp
  have h2 : ∑ x, ∑ p, φ p x * φ p x = (Fintype.card X : ℝ) := by
    rw [Finset.sum_congr rfl fun x _ => (h.complete x x).trans (if_pos rfl)]
    simp
  rw [Finset.sum_comm, h2] at h1
  have h3 : Fintype.card X = Fintype.card (O ⊕ V) := by exact_mod_cast h1
  rw [h3, Fintype.card_sum]
```

Write o = |O| and v̄ = |V| for the numbers of occupied and virtual orbitals. Sum all squared amplitudes in two orders:

∑_p ∑ₓ φ_p(x)² = o + v̄,  ∑ₓ ∑_p φ_p(x)² = |X|.

The first uses normalisation, the second closure at x = y. The sums are equal, so |X| = o + v̄. These are `h1` and `h2` in the proof; `exact_mod_cast` carries the equality from real numbers back to integers.

```lean
/-- If the orbitals form an orthonormal basis of the grid space with at least two occupied and
two virtual orbitals, the occupied-virtual products are linearly dependent. -/
theorem products_dependent {φ : O ⊕ V → X → ℝ} (h : IsOrbitalBasis φ)
    (hO : 2 ≤ Fintype.card O) (hV : 2 ≤ Fintype.card V) :
    ¬ LinearIndependent ℝ (pairProduct φ) := by
  intro hi
  have hs := (surjective_iff_independent φ).2 hi
  have hc := card_grid h
  have : Nonempty X := Fintype.card_pos_iff.1 (by omega)
  have hr := rank_add_one_le_card φ
    (fun i a => by simpa using h.orthonormal (.inl i) (.inr a))
  rw [LinearMap.range_eq_top.2 hs, finrank_top, Module.finrank_fintype_fun_eq_card,
    Fintype.card_prod, hc] at hr
  nlinarith
```

The symbol `¬` means "not". Assume, for contradiction, that the products are independent. Then M is onto, so its rank is the number of pairs, o·v̄. The rank bound and the count of grid points give

o·v̄ + 1 ≤ o + v̄, which is the same as (o − 1)(v̄ − 1) ≤ 0.

With o ≥ 2 and v̄ ≥ 2 the left side is at least 1, a contradiction. `nlinarith` supplies this last inequality.

```lean
/-- In an orthonormal orbital basis of the grid space with at least two occupied and two virtual
orbitals, some set of occupied-virtual elements belongs to no local potential. -/
theorem exists_unreachable {φ : O ⊕ V → X → ℝ} (h : IsOrbitalBasis φ)
    (hO : 2 ≤ Fintype.card O) (hV : 2 ≤ Fintype.card V) :
    ∃ t : O × V → ℝ, ∀ v : X → ℝ, ovElements φ v ≠ t := by
  by_contra hcon
  push Not at hcon
  exact products_dependent h hO hV ((surjective_iff_independent φ).1 hcon)
```

Dependence and the criterion together yield a set of numbers t_ia that no local potential has as its occupied-virtual elements. The theorem gives the existence of such a t; it does not say whether the elements of a particular exchange operator are of this kind.

## Four grid points worked by hand

```lean
/-- Two occupied and two virtual orbitals on four grid points, with amplitudes `±1/2`. -/
def fourPointOrbitals : Fin 2 ⊕ Fin 2 → Fin 4 → ℝ :=
  Sum.elim ![![1/2, 1/2, 1/2, 1/2], ![1/2, -1/2, 1/2, -1/2]]
    ![![1/2, 1/2, -1/2, -1/2], ![1/2, -1/2, -1/2, 1/2]]
```

With labels starting at 0, as in the code, the orbitals are

occupied 0: ½(1, 1, 1, 1)
occupied 1: ½(1, −1, 1, −1)
virtual 0: ½(1, 1, −1, −1)
virtual 1: ½(1, −1, −1, 1).

```lean
/-- The four-point orbitals form an orthonormal basis, and the product of the first occupied and
first virtual orbital equals that of the second occupied and second virtual orbital. -/
theorem fourPointOrbitals_witness : IsOrbitalBasis fourPointOrbitals ∧
    pairProduct fourPointOrbitals (0, 0) = pairProduct fourPointOrbitals (1, 1) := by
  refine ⟨⟨?_, ?_⟩, ?_⟩
  · rintro (i | i) (j | j) <;> fin_cases i <;> fin_cases j <;>
      norm_num [fourPointOrbitals, Fin.sum_univ_succ] <;> (intro h; cases h)
  · intro x y
    fin_cases x <;> fin_cases y <;>
      norm_num [fourPointOrbitals, Fintype.sum_sum_type, Fin.sum_univ_succ]
  · ext x
    fin_cases x <;> norm_num [pairProduct, fourPointOrbitals]

end

end FiniteBasisOEP
```

The theorem states that these orbitals form an orthonormal basis and that two of their products coincide. The proof runs through all cases: `fin_cases` lists the labels and grid points, and `norm_num` evaluates the sums. Multiplying pointwise,

(occupied 0) · (virtual 0) = ¼(1, 1, −1, −1)
(occupied 1) · (virtual 1) = ¼(1, 1, −1, −1).

For a potential with values (v₀, v₁, v₂, v₃) this means

M_00 = M_11 = ¼(v₀ + v₁ − v₂ − v₃).

The potential (1, 2, 3, 4), for example, gives M_00 = M_11 = −1. A target with t_00 = 1 and t_11 = 0 is out of reach for every local potential on this grid.

```lean
#print axioms FiniteBasisOEP.surjective_iff_independent
-- 'FiniteBasisOEP.surjective_iff_independent' depends on axioms: [propext, Classical.choice, Quot.sound]
#print axioms FiniteBasisOEP.exists_unreachable
-- 'FiniteBasisOEP.exists_unreachable' depends on axioms: [propext, Classical.choice, Quot.sound]
```
